# For \(\alpha>0\), each positive semidefinite matrix \(K\) has exactly one positive semidefinite \(X\) with \(X+\alpha X^2=K\), and \(X\) is monotone in \(K\)

## Can a lighter mass lower the nonparabolic kinetic energy?

An electron sits in a narrow-gap quantum well grown along \(z\), and I make the band-edge mass \(m(z)\) lighter in one layer. In a fixed finite orthonormal basis, the parabolic kinetic matrix \(K\), defined by

\[
\langle\psi|K|\psi\rangle=\int\frac{\hbar^2}{2m(z)}\,|\psi'(z)|^2\,dz ,
\]

then has an expectation value at least as large as before in every state. But my band is nonparabolic. In the bulk I would use \(E+\alpha E^2=\hbar^2k^2/2m\), so here I want a kinetic matrix \(X\) with \(X+\alpha X^2=K\). The old and new \(K\) don't commute, and I know that squaring matrices can spoil inequalities between them. Is \(X\) well defined, and could the lighter mass lower \(\langle X\rangle\) in some state?

## The order survives from \(K\) to \(X\), but not from \(X\) to \(K\)

\(X\) is well defined, and no state has its \(\langle X\rangle\) lowered, provided that \(\alpha>0\) is the same number before and after and that \(X\) is required to be positive semidefinite. Write \(A\le B\) (the Loewner order) when \(B-A\) is positive semidefinite, that is, when \(\langle v|A|v\rangle\le\langle v|B|v\rangle\) for every \(v\), with \(A\) and \(B\) Hermitian.

**One energy.** For a number \(k\ge0\), put \(s=\sqrt{1+4\alpha k}\ge1\) and \(E=(s-1)/(2\alpha)\ge0\). Then

\[
E+\alpha E^2=\frac{2(s-1)+(s-1)^2}{4\alpha}=\frac{s^2-1}{4\alpha}=k .
\]

**Monotonicity.** Let \(X_1,X_2\ge0\), \(K_i=X_i+\alpha X_i^2\) and \(D=X_2-X_1\). Keeping the order of the factors,

\[
X_2^2-X_1^2=X_2D+DX_1,\qquad K_2-K_1=D+\alpha(X_2D+DX_1).
\]

Take an eigenvector \(Dv=d\,v\), \(v\neq0\). Since \(D\) is Hermitian, also \(\langle v|D=d\langle v|\), so

\[
\langle v|K_2-K_1|v\rangle=d\,\bigl(\langle v|v\rangle+\alpha\langle v|X_1|v\rangle+\alpha\langle v|X_2|v\rangle\bigr).
\]

The bracket is positive. If \(K_1\le K_2\), the left side is nonnegative, so \(d\ge0\). This holds for every eigenvalue of \(D\), hence \(X_1\le X_2\). No commutation was used.

**Existence and uniqueness.** Diagonalise \(K=U\,\mathrm{diag}(k_i)\,U^\dagger\), solve \(E_i+\alpha E_i^2=k_i\), and set \(X=U\,\mathrm{diag}(E_i)\,U^\dagger\ge0\). Because \(U^\dagger U=1\), \(X+\alpha X^2=K\). If \(Y\ge0\) solves the same equation, monotonicity gives \(X\le Y\) and \(Y\le X\), so \(X=Y\). Among all Hermitian matrices uniqueness fails: for \(\alpha=1\) the \(1\times1\) matrix \(K=2\) has the solutions \(1\) and \(-2\).

**Modes.** For \(E\ge0\), let \(w=Xv-Ev\). Then

\[
Kv-(E+\alpha E^2)v=\alpha Xw+(1+\alpha E)w .
\]

If the left side vanishes, the product with \(\langle w|\) gives \(\alpha\langle w|X|w\rangle+(1+\alpha E)\langle w|w\rangle=0\), which forces \(w=0\). Conversely, \(Xv=Ev\) makes both sides vanish. Each eigenvector of \(K\) is therefore an eigenvector of \(X\), and its two kinetic energies obey the bulk relation. This concerns the kinetic matrices alone, not the levels of the well once a potential is added.

**The reverse direction.** Your suspicion about squaring is right for the map from \(X\) to \(K\). Take

\[
X_1=\begin{pmatrix}1&1\\1&1\end{pmatrix}\le X_2=\begin{pmatrix}2&1\\1&1\end{pmatrix},\qquad
K_2-K_1=\begin{pmatrix}1+3\alpha&\alpha\\\alpha&0\end{pmatrix}.
\]

In the vector \((-\alpha,\,1+3\alpha)\) the difference gives \(-\alpha^2(1+3\alpha)\), or \(-\alpha^2(1+3\alpha)/[\alpha^2+(1+3\alpha)^2]\) after normalisation. This is negative for every \(\alpha>0\).

## Two kinetic matrices that don't commute

Measure energies in units of \(1/\alpha\), so that \(\alpha=1\), and take

\[
K_1=\begin{pmatrix}4&2\\2&4\end{pmatrix},\qquad K_2=\begin{pmatrix}6&0\\0&12\end{pmatrix}.
\]

The difference \(K_2-K_1\) has diagonal entries \(2\) and \(8\) and determinant \(12\), so \(K_1\le K_2\). The eigenvalues of \(K_1\) are \(6\) and \(2\), which go to \(E=2\) and \(E=1\); those of \(K_2\) go to \(2\) and \(3\). Hence

\[
X_1=\begin{pmatrix}3/2&1/2\\1/2&3/2\end{pmatrix},\qquad X_2=\begin{pmatrix}2&0\\0&3\end{pmatrix},\qquad
X_2-X_1=\begin{pmatrix}1/2&-1/2\\-1/2&3/2\end{pmatrix}.
\]

The last matrix has positive diagonal entries and determinant \(1/2\), so \(X_1\le X_2\), as it should be.

## What the Lean theorems say about the well

The matrices are complex, with rows and columns labelled by a finite type `n`, your orthonormal basis. `parabolicOf α X` is \(X+\alpha X^2\); note that it runs from the nonparabolic operator to the parabolic one. `PosSemidef` includes being Hermitian, `≤` between matrices is the Loewner order, and `star v ⬝ᵥ A *ᵥ v` is \(\langle v|A|v\rangle\) with \(v\) not normalised.

- `existsUnique_nonparabolic`: for \(\alpha>0\) and \(K\ge0\), exactly one \(X\ge0\) satisfies \(X+\alpha X^2=K\).
- `nonparabolic_monotone`: for \(\alpha\ge0\) and \(X_1,X_2\ge0\), \(K_1\le K_2\) implies \(X_1\le X_2\).
- `eigenvector_iff`: for \(\alpha,E\ge0\) and \(X\ge0\), \(Kv=(E+\alpha E^2)v\) exactly when \(Xv=Ev\).
- `converse_fails`: the \(2\times2\) pair above, for every \(\alpha>0\).

The relation \(X+\alpha X^2=K\) is a postulate. It carries the bulk dispersion over to a structure with varying mass, and it uses one constant \(\alpha\), whereas real layers usually differ in \(\alpha\) too. Also left open is the limit of a complete basis, where \(K\) becomes an unbounded differential operator.

For one-band envelope-function calculations in a finite basis that take the kinetic matrix to be the positive semidefinite solution of \(X+\alpha X^2=K\), with one \(\alpha\) for all layers that stays the same when the mass is changed, the result means that a lighter mass profile cannot lower the nonparabolic kinetic energy of any fixed state. If the same potential matrix is added to \(X_1\) and \(X_2\), the min–max principle then says that no level moves down; this consequence is argued here in words and has no theorem in the Lean code.

```lean
import Mathlib

open Matrix
open scoped ComplexOrder MatrixOrder

namespace NonparabolicKineticOperator

variable {n : Type*} [Fintype n] [DecidableEq n]

/-- The parabolic kinetic operator `K = X + α X²` that belongs to a nonparabolic kinetic
operator `X` with nonparabolicity parameter `α`. -/
noncomputable def parabolicOf (α : ℝ) (X : Matrix n n ℂ) : Matrix n n ℂ :=
  X + (α : ℂ) • (X * X)

/-- For `α > 0` and a parabolic energy `k ≥ 0`, the scalar relation `E + α E² = k` has a
solution `E ≥ 0`. -/
theorem exists_band_energy {α k : ℝ} (hα : 0 < α) (hk : 0 ≤ k) :
    ∃ E : ℝ, 0 ≤ E ∧ E + α * E ^ 2 = k := by
  have hpos : 0 ≤ α * k := mul_nonneg hα.le hk
  have hs : Real.sqrt (1 + 4 * α * k) ^ 2 = 1 + 4 * α * k := Real.sq_sqrt (by nlinarith)
  have h1 : 1 ≤ Real.sqrt (1 + 4 * α * k) :=
    (Real.le_sqrt' one_pos).mpr (by nlinarith)
  refine ⟨(Real.sqrt (1 + 4 * α * k) - 1) / (2 * α),
    div_nonneg (sub_nonneg.mpr h1) (by positivity), ?_⟩
  generalize Real.sqrt (1 + 4 * α * k) = s at hs
  have h2 : (s - 1) / (2 * α) + α * ((s - 1) / (2 * α)) ^ 2 = (s ^ 2 - 1) / (4 * α) := by
    field_simp
    ring
  rw [h2, hs, div_eq_iff (by positivity)]
  ring

omit [DecidableEq n] in
/-- A nonzero state vector has positive squared norm. -/
theorem norm_sq_pos {v : n → ℂ} (hv : v ≠ 0) : 0 < (star v ⬝ᵥ v).re := by
  have h : 0 < star v ⬝ᵥ v :=
    lt_of_le_of_ne (dotProduct_star_self_nonneg v)
      (fun h => hv (dotProduct_star_self_eq_zero.mp h.symm))
  exact (Complex.pos_iff.mp h).1

/-- If `v` is an eigenvector of the difference `X₂ - X₁` of two Hermitian operators with eigenvalue
`d`, then `⟨v|K₂ - K₁|v⟩`, with `Kᵢ = Xᵢ + α Xᵢ²` and `v` not necessarily normalised, is
`d (⟨v|v⟩ + α ⟨v|X₁|v⟩ + α ⟨v|X₂|v⟩)`. -/
theorem expectation_difference (α d : ℝ) {X₁ X₂ : Matrix n n ℂ} {v : n → ℂ}
    (h₁ : X₁.IsHermitian) (h₂ : X₂.IsHermitian) (hv : (X₂ - X₁) *ᵥ v = (d : ℂ) • v) :
    star v ⬝ᵥ (parabolicOf α X₂ - parabolicOf α X₁) *ᵥ v =
      (d : ℂ) * (star v ⬝ᵥ v + (α : ℂ) * (star v ⬝ᵥ X₁ *ᵥ v + star v ⬝ᵥ X₂ *ᵥ v)) := by
  -- the eigenvalue equation read from the left
  have hl : star v ᵥ* (X₂ - X₁) = (d : ℂ) • star v := by
    have h := congrArg star hv
    rw [Matrix.star_mulVec, (h₂.sub h₁).eq, star_smul, Complex.star_def,
      Complex.conj_ofReal] at h
    exact h
  -- the difference of squares, with the order of factors respected
  have hsplit : parabolicOf α X₂ - parabolicOf α X₁ =
      (X₂ - X₁) + (α : ℂ) • (X₂ * (X₂ - X₁) + (X₂ - X₁) * X₁) := by
    have e : X₂ * (X₂ - X₁) + (X₂ - X₁) * X₁ = X₂ * X₂ - X₁ * X₁ := by noncomm_ring
    rw [e, smul_sub, parabolicOf, parabolicOf]
    abel
  have ha : star v ⬝ᵥ (X₂ * (X₂ - X₁)) *ᵥ v = (d : ℂ) * (star v ⬝ᵥ X₂ *ᵥ v) := by
    rw [← Matrix.mulVec_mulVec, hv, Matrix.mulVec_smul, dotProduct_smul, smul_eq_mul]
  have hb : star v ⬝ᵥ ((X₂ - X₁) * X₁) *ᵥ v = (d : ℂ) * (star v ⬝ᵥ X₁ *ᵥ v) := by
    rw [← Matrix.mulVec_mulVec, Matrix.dotProduct_mulVec, hl, smul_dotProduct, smul_eq_mul]
  have hc : star v ⬝ᵥ (X₂ - X₁) *ᵥ v = (d : ℂ) * (star v ⬝ᵥ v) := by
    rw [hv, dotProduct_smul, smul_eq_mul]
  rw [hsplit, Matrix.add_mulVec, Matrix.smul_mulVec, Matrix.add_mulVec, dotProduct_add,
    dotProduct_smul, dotProduct_add, ha, hb, hc, smul_eq_mul]
  ring

/-- For `α ≥ 0` and positive semidefinite `X₁`, `X₂`, the Loewner inequality
`X₁ + α X₁² ≤ X₂ + α X₂²` between the parabolic operators implies `X₁ ≤ X₂`. -/
theorem nonparabolic_monotone {α : ℝ} (hα : 0 ≤ α) {X₁ X₂ : Matrix n n ℂ}
    (h₁ : X₁.PosSemidef) (h₂ : X₂.PosSemidef)
    (hK : parabolicOf α X₁ ≤ parabolicOf α X₂) : X₁ ≤ X₂ := by
  have hD : (X₂ - X₁).IsHermitian := h₂.1.sub h₁.1
  rw [Matrix.le_iff, hD.posSemidef_iff_eigenvalues_nonneg]
  intro j
  by_contra hj
  have hneg : hD.eigenvalues j < 0 := lt_of_not_ge hj
  -- an eigenvector of the difference with negative eigenvalue
  obtain ⟨v, hv0, hv⟩ : ∃ v : n → ℂ, v ≠ 0 ∧
      (X₂ - X₁) *ᵥ v = ((hD.eigenvalues j : ℝ) : ℂ) • v := by
    refine ⟨(hD.eigenvectorBasis j).ofLp, fun h0 => ?_, ?_⟩
    · exact hD.eigenvectorBasis.orthonormal.ne_zero j (by ext i; exact congrFun h0 i)
    · refine (hD.mulVec_eigenvectorBasis j).trans ?_
      ext i
      simp
  -- gives a negative expectation value of the parabolic difference
  have hq := (Complex.nonneg_iff.mp ((Matrix.le_iff.mp hK).dotProduct_mulVec_nonneg v)).1
  rw [expectation_difference α _ h₁.1 h₂.1 hv, Complex.re_ofReal_mul, Complex.add_re,
    Complex.re_ofReal_mul, Complex.add_re] at hq
  have p₁ := (Complex.nonneg_iff.mp (h₁.dotProduct_mulVec_nonneg v)).1
  have p₂ := (Complex.nonneg_iff.mp (h₂.dotProduct_mulVec_nonneg v)).1
  have hp := add_pos_of_pos_of_nonneg (norm_sq_pos hv0) (mul_nonneg hα (add_nonneg p₁ p₂))
  exact absurd hq (not_le_of_gt (mul_neg_of_neg_of_pos hneg hp))

/-- For `α > 0`, every positive semidefinite parabolic kinetic operator `K` has exactly one
positive semidefinite nonparabolic operator `X` with `X + α X² = K`. -/
theorem existsUnique_nonparabolic {α : ℝ} (hα : 0 < α) {K : Matrix n n ℂ}
    (hK : K.PosSemidef) : ∃! X : Matrix n n ℂ, X.PosSemidef ∧ parabolicOf α X = K := by
  -- solve the scalar relation for each eigenvalue of `K`
  choose E hE0 hE using fun i => exists_band_energy hα (hK.eigenvalues_nonneg i)
  let U : Matrix n n ℂ := hK.1.eigenvectorUnitary
  let D : Matrix n n ℂ := diagonal fun i => (E i : ℂ)
  have hU : star U * U = 1 := Matrix.mem_unitaryGroup_iff'.mp hK.1.eigenvectorUnitary.2
  have hs : U * diagonal (fun i => ((hK.1.eigenvalues i : ℝ) : ℂ)) * star U = K := by
    have h := hK.1.spectral_theorem
    rw [Unitary.conjStarAlgAut_apply] at h
    exact h.symm
  have hD : D + (α : ℂ) • (D * D) = diagonal fun i => ((hK.1.eigenvalues i : ℝ) : ℂ) := by
    ext i j
    rcases eq_or_ne i j with rfl | hij
    · simp only [D, Matrix.diagonal_mul_diagonal, Matrix.add_apply, Matrix.smul_apply,
        Matrix.diagonal_apply_eq, smul_eq_mul]
      rw [← hE i]
      push_cast
      ring
    · simp [D, hij]
  have hXX : (U * D * star U) * (U * D * star U) = U * (D * D) * star U := by
    calc _ = U * D * (star U * U) * D * star U := by simp only [Matrix.mul_assoc]
      _ = _ := by rw [hU, Matrix.mul_one]; simp only [Matrix.mul_assoc]
  have hX : parabolicOf α (U * D * star U) = K := by
    rw [parabolicOf, hXX, ← hs, ← hD]
    simp only [Matrix.mul_add, Matrix.add_mul, Matrix.mul_smul, Matrix.smul_mul]
  have hpos : (U * D * star U).PosSemidef :=
    (Matrix.posSemidef_diagonal_iff.mpr fun i =>
      Complex.zero_le_real.mpr (hE0 i)).mul_mul_conjTranspose_same U
  refine ⟨U * D * star U, ⟨hpos, hX⟩, ?_⟩
  -- uniqueness is monotonicity used in both directions
  rintro Y ⟨hY, hYK⟩
  exact le_antisymm (nonparabolic_monotone hα.le hY hpos (hYK.trans hX.symm).le)
    (nonparabolic_monotone hα.le hpos hY (hX.trans hYK.symm).le)

/-- For `α ≥ 0`, `E ≥ 0` and positive semidefinite `X`, a vector satisfies the parabolic
eigenvalue equation at `E + α E²` exactly when it satisfies the nonparabolic one at `E`. -/
theorem eigenvector_iff {α E : ℝ} (hα : 0 ≤ α) (hE : 0 ≤ E) {X : Matrix n n ℂ}
    (hX : X.PosSemidef) (v : n → ℂ) :
    parabolicOf α X *ᵥ v = ((E + α * E ^ 2 : ℝ) : ℂ) • v ↔ X *ᵥ v = (E : ℂ) • v := by
  have hK : parabolicOf α X *ᵥ v = X *ᵥ v + (α : ℂ) • (X *ᵥ (X *ᵥ v)) := by
    rw [parabolicOf, Matrix.add_mulVec, Matrix.smul_mulVec, Matrix.mulVec_mulVec]
  rw [hK]
  push_cast
  constructor
  · intro h
    by_contra hne
    have hw : X *ᵥ v - (E : ℂ) • v ≠ 0 := sub_ne_zero.mpr hne
    -- the quadratic factorises, and the second factor is positive definite
    have hf : (α : ℂ) • (X *ᵥ (X *ᵥ v - (E : ℂ) • v)) +
        ((1 + α * E : ℝ) : ℂ) • (X *ᵥ v - (E : ℂ) • v) = 0 := by
      rw [Matrix.mulVec_sub, Matrix.mulVec_smul]
      push_cast
      linear_combination (norm := module) h
    generalize X *ᵥ v - (E : ℂ) • v = w at hw hf
    have hr := congrArg (fun u => (star w ⬝ᵥ u).re) hf
    simp only [dotProduct_add, dotProduct_smul, smul_eq_mul, Complex.add_re,
      Complex.re_ofReal_mul, dotProduct_zero, Complex.zero_re] at hr
    have p := mul_nonneg hα (Complex.nonneg_iff.mp (hX.dotProduct_mulVec_nonneg w)).1
    have q : 0 < (1 + α * E) * (star w ⬝ᵥ w).re :=
      mul_pos (by positivity) (norm_sq_pos hw)
    linarith
  · intro h
    rw [h, Matrix.mulVec_smul, h]
    module

/-- For every `α > 0`, the positive semidefinite matrices `X₁ = (1 1; 1 1)` and
`X₂ = (2 1; 1 1)` satisfy `X₁ ≤ X₂`, but their parabolic operators violate `K₁ ≤ K₂`. -/
theorem converse_fails {α : ℝ} (hα : 0 < α) :
    (!![1, 1; 1, 1] : Matrix (Fin 2) (Fin 2) ℂ).PosSemidef ∧
    (!![2, 1; 1, 1] : Matrix (Fin 2) (Fin 2) ℂ).PosSemidef ∧
    (!![1, 1; 1, 1] : Matrix (Fin 2) (Fin 2) ℂ) ≤ !![2, 1; 1, 1] ∧
    ¬ parabolicOf α (!![1, 1; 1, 1] : Matrix (Fin 2) (Fin 2) ℂ) ≤
      parabolicOf α !![2, 1; 1, 1] := by
  refine ⟨?_, ?_, ?_, fun h => ?_⟩
  · have e : (!![1, 1; 1, 1] : Matrix (Fin 2) (Fin 2) ℂ) =
        (!![1, 1; 0, 0])ᴴ * !![1, 1; 0, 0] := by
      ext i j
      fin_cases i <;> fin_cases j <;> norm_num [Matrix.mul_apply, Fin.sum_univ_two]
    rw [e]
    exact Matrix.posSemidef_conjTranspose_mul_self _
  · have e : (!![2, 1; 1, 1] : Matrix (Fin 2) (Fin 2) ℂ) =
        (!![1, 1; 1, 0])ᴴ * !![1, 1; 1, 0] := by
      ext i j
      fin_cases i <;> fin_cases j <;> norm_num [Matrix.mul_apply, Fin.sum_univ_two]
    rw [e]
    exact Matrix.posSemidef_conjTranspose_mul_self _
  · have e : (!![2, 1; 1, 1] : Matrix (Fin 2) (Fin 2) ℂ) - !![1, 1; 1, 1] =
        (!![1, 0; 0, 0])ᴴ * !![1, 0; 0, 0] := by
      ext i j
      fin_cases i <;> fin_cases j <;> norm_num [Matrix.mul_apply, Fin.sum_univ_two]
    rw [Matrix.le_iff, e]
    exact Matrix.posSemidef_conjTranspose_mul_self _
  · have e : parabolicOf α (!![2, 1; 1, 1] : Matrix (Fin 2) (Fin 2) ℂ) -
        parabolicOf α !![1, 1; 1, 1] = !![1 + 3 * (α : ℂ), (α : ℂ); (α : ℂ), 0] := by
      ext i j
      fin_cases i <;> fin_cases j <;>
        simp [parabolicOf] <;> ring
    -- a trial vector with negative expectation value
    have hq := (Matrix.le_iff.mp h).dotProduct_mulVec_nonneg ![-(α : ℂ), 1 + 3 * (α : ℂ)]
    have hv : star ![-(α : ℂ), 1 + 3 * (α : ℂ)] ⬝ᵥ
        !![1 + 3 * (α : ℂ), (α : ℂ); (α : ℂ), 0] *ᵥ ![-(α : ℂ), 1 + 3 * (α : ℂ)] =
        ((-(α ^ 2 * (1 + 3 * α)) : ℝ) : ℂ) := by
      have h3 : (starRingEnd ℂ) 3 = 3 := by
        apply Complex.ext <;> simp
      simp [Matrix.mulVec, dotProduct, Fin.sum_univ_two]
      linear_combination (-(α : ℂ) ^ 3) * h3
    rw [e, hv, Complex.zero_le_real] at hq
    have : 0 < α ^ 2 * (1 + 3 * α) := by positivity
    linarith

end NonparabolicKineticOperator
```

```lean
#print axioms NonparabolicKineticOperator.existsUnique_nonparabolic
#print axioms NonparabolicKineticOperator.eigenvector_iff
#print axioms NonparabolicKineticOperator.converse_fails
```

```
'NonparabolicKineticOperator.existsUnique_nonparabolic' depends on axioms: [propext, Classical.choice, Quot.sound]
'NonparabolicKineticOperator.eigenvector_iff' depends on axioms: [propext, Classical.choice, Quot.sound]
'NonparabolicKineticOperator.converse_fails' depends on axioms: [propext, Classical.choice, Quot.sound]
```

## From the eigenvector of \(X_2-X_1\) to the Lean proof

`exists_band_energy` is the scalar root. It names the square root `s`, simplifies the expression to \((s^2-1)/(4\alpha)\), and inserts \(s^2=1+4\alpha k\). `norm_sq_pos` supplies \(\langle v|v\rangle>0\) for \(v\ne0\).

`expectation_difference` is the identity for \(\langle v|K_2-K_1|v\rangle\). In it, `hl` is the eigenvalue equation read from the left, and `hsplit` is the difference of squares, checked by `noncomm_ring` so that no factors are interchanged. The steps `ha`, `hb` and `hc` evaluate the three terms.

`nonparabolic_monotone` reduces \(X_1\le X_2\) to the eigenvalues of the difference being nonnegative. It assumes that one is negative, takes its eigenvector from Mathlib's eigenvector basis, and finds a negative expectation value where `hK` requires a nonnegative one.

In `existsUnique_nonparabolic`, `choose` picks a root \(E_i\) for each eigenvalue of \(K\), and the spectral theorem provides \(U\). The steps `hX` and `hpos` show that \(U\,\mathrm{diag}(E_i)\,U^\dagger\) solves the equation and is positive semidefinite. Uniqueness is `le_antisymm` applied to two uses of monotonicity.

`eigenvector_iff` obtains the factorised equation `hf` by `linear_combination` and pairs it with \(w\); a nonnegative term plus a positive one cannot be zero. `converse_fails` writes \(X_1\), \(X_2\) and \(X_2-X_1\) each as \(A^\dagger A\), which makes them positive semidefinite, and then evaluates \(K_2-K_1\) in the trial vector given above.
